# Lowest levels of a hard-wall spherical quantum dot: 1s, 1p, 1d, 2s

A particle that moves freely inside a sphere with an impenetrable wall has its energy levels fixed by the positive zeros of the spherical Bessel functions $j_l$, which are represented here by their numerators $g_l(x) = x^{l+1} j_l(x)$, so that no division is needed at the centre. The numerators are generated by a recurrence from $g_0 = \sin x$ and $g_1 = \sin x - x\cos x$.

```lean
import Mathlib

open Real Set

namespace SphericalDotLevels

noncomputable section

/-- The numerator `x ^ (l + 1) * j_l(x)` of the spherical Bessel function `j_l`,
generated by the Bessel recurrence from its first two members. -/
def num : ℕ → ℝ → ℝ
  | 0, x => sin x
  | 1, x => sin x - x * cos x
  | l + 2, x => (2 * (l : ℝ) + 3) * num (l + 1) x - x ^ 2 * num l x

/-- The radial function `x * j_l(x)`, written as numerator over `x ^ l`, for `x ≠ 0`. -/
def radial (l : ℕ) (x : ℝ) : ℝ := num l x / x ^ l

/-- A closed formula for the slope of the radial function, for `x ≠ 0`. -/
def radialSlope (l : ℕ) (x : ℝ) : ℝ :=
  (((l : ℝ) + 1) * num l x - num (l + 1) x) / x ^ (l + 1)

/-- The energy `ħ² x² / (2 m R²)` of a particle of mass `m` with wave number `x / R`
in a dot of radius `R`, for nonzero `m` and `R`. -/
def energy (hbar m R x : ℝ) : ℝ := hbar ^ 2 * x ^ 2 / (2 * m * R ^ 2)

/-- The recurrence that links three neighbouring angular momenta. -/
theorem num_rec (l : ℕ) (x : ℝ) :
    num (l + 2) x = (2 * (l : ℝ) + 3) * num (l + 1) x - x ^ 2 * num l x := rfl

/-- The d-wave numerator is `(3 - x²) sin x - 3 x cos x`. -/
theorem num_two (x : ℝ) : num 2 x = (3 - x ^ 2) * sin x - 3 * x * cos x := by
  have h : num 2 x = (2 * ((0 : ℕ) : ℝ) + 3) * (sin x - x * cos x) - x ^ 2 * sin x := rfl
  rw [h]
  push_cast
  ring

/-- From `l = 1` on, the slope of each numerator is `x` times the numerator of the angular momentum
below. -/
theorem hasDerivAt_num_succ : ∀ (l : ℕ) (x : ℝ), HasDerivAt (num (l + 1)) (x * num l x) x
  | 0, x => by
    have h := (hasDerivAt_sin x).fun_sub ((hasDerivAt_id' x).fun_mul (hasDerivAt_cos x))
    have e : num (0 + 1) = fun y => sin y - y * cos y := funext fun _ => rfl
    have e0 : num 0 x = sin x := rfl
    rw [e, e0]
    exact h.congr_deriv (by ring)
  | 1, x => by
    have hsq : HasDerivAt (fun y : ℝ => y ^ 2) (2 * x) x := by simpa using hasDerivAt_pow 2 x
    have h := ((hasDerivAt_num_succ 0 x).const_mul (2 * ((0 : ℕ) : ℝ) + 3)).fun_sub
      (hsq.fun_mul (hasDerivAt_sin x))
    have e : num (1 + 1) = fun y => (2 * ((0 : ℕ) : ℝ) + 3) * num (0 + 1) y - y ^ 2 * sin y :=
      funext fun _ => rfl
    have e0 : num 0 x = sin x := rfl
    have e1 : num 1 x = sin x - x * cos x := rfl
    rw [e, e1]
    refine h.congr_deriv ?_
    rw [e0]
    push_cast
    ring
  | l + 2, x => by
    have hsq : HasDerivAt (fun y : ℝ => y ^ 2) (2 * x) x := by simpa using hasDerivAt_pow 2 x
    have h := ((hasDerivAt_num_succ (l + 1) x).const_mul (2 * ((l + 1 : ℕ) : ℝ) + 3)).fun_sub
      (hsq.fun_mul (hasDerivAt_num_succ l x))
    have e : num (l + 2 + 1) = fun y =>
        (2 * ((l + 1 : ℕ) : ℝ) + 3) * num (l + 1 + 1) y - y ^ 2 * num (l + 1) y :=
      funext fun y => num_rec (l + 1) y
    rw [e, num_rec l x]
    refine h.congr_deriv ?_
    push_cast
    ring

/-- Away from the origin, the slope of a numerator in terms of the angular momentum above. -/
theorem hasDerivAt_num (l : ℕ) {x : ℝ} (hx : x ≠ 0) :
    HasDerivAt (num l) (((2 * (l : ℝ) + 1) * num l x - num (l + 1) x) / x) x := by
  rcases l with _ | n
  · have e : num 0 = fun y => sin y := funext fun _ => rfl
    have e1 : num (0 + 1) x = sin x - x * cos x := rfl
    rw [e1, e]
    refine (hasDerivAt_sin x).congr_deriv ?_
    rw [eq_div_iff hx]
    push_cast
    ring
  · refine (hasDerivAt_num_succ n x).congr_deriv ?_
    have r : num (n + 1 + 1) x = _ := num_rec n x
    rw [eq_div_iff hx, r]
    push_cast
    ring

/-- Away from the origin, the radial function solves the free radial Schrödinger equation
`u'' = (l (l + 1) / x² - 1) u` for every angular momentum `l`. -/
theorem radial_equation (l : ℕ) {x : ℝ} (hx : x ≠ 0) :
    HasDerivAt (radial l) (radialSlope l x) x ∧
    HasDerivAt (radialSlope l) (((l : ℝ) * (l + 1) / x ^ 2 - 1) * radial l x) x := by
  have hpow : ∀ n : ℕ, HasDerivAt (fun y : ℝ => y ^ n) ((n : ℝ) * x ^ n / x) x := by
    intro n
    refine (hasDerivAt_pow n x).congr_deriv ?_
    rcases n with _ | n
    · simp
    · rw [Nat.add_sub_cancel, eq_div_iff hx]
      ring
  have hp : x ^ l ≠ 0 := pow_ne_zero l hx
  constructor
  · refine ((hasDerivAt_num l hx).fun_div (hpow l) hp).congr_deriv ?_
    rw [radialSlope, pow_succ x l]
    generalize x ^ l = p at hp ⊢
    field_simp
    ring
  · refine ((((hasDerivAt_num l hx).const_mul ((l : ℝ) + 1)).fun_sub
      (hasDerivAt_num_succ l x)).fun_div (hpow (l + 1)) (pow_ne_zero _ hx)).congr_deriv ?_
    rw [radial, pow_succ x l]
    push_cast
    generalize x ^ l = p at hp ⊢
    field_simp
    ring

/-- A function differentiable on the whole real line, whose slope is positive on `(0, a)` and
negative on `(a, b)`, rises strictly on `[0, a]` and falls strictly on `[a, b]`. -/
theorem rise_and_fall {f f' : ℝ → ℝ} {a b : ℝ} (hf : ∀ x, HasDerivAt f (f' x) x)
    (hpos : ∀ x, 0 < x → x < a → 0 < f' x) (hneg : ∀ x, a < x → x < b → f' x < 0) :
    StrictMonoOn f (Icc 0 a) ∧ StrictAntiOn f (Icc a b) := by
  have hc : Continuous f := continuous_iff_continuousAt.2 fun x => (hf x).continuousAt
  constructor
  · refine strictMonoOn_of_deriv_pos (convex_Icc 0 a) hc.continuousOn fun x hx => ?_
    rw [interior_Icc] at hx
    rw [(hf x).deriv]
    exact hpos x hx.1 hx.2
  · refine strictAntiOn_of_deriv_neg (convex_Icc a b) hc.continuousOn fun x hx => ?_
    rw [interior_Icc] at hx
    rw [(hf x).deriv]
    exact hneg x hx.1 hx.2

/-- Let `0 < a < b`, and let `f` be differentiable on the whole real line, with positive slope on
`(0, a)` and negative slope on `(a, b)`. If `f 0 = 0` and `f b < 0`, then `f` changes sign exactly
once in `(0, b]`, at a point between `a` and `b`. -/
theorem exists_crossing {f f' : ℝ → ℝ} {a b : ℝ} (ha : 0 < a) (hab : a < b)
    (hf : ∀ x, HasDerivAt f (f' x) x) (h0 : f 0 = 0) (hb : f b < 0)
    (hpos : ∀ x, 0 < x → x < a → 0 < f' x) (hneg : ∀ x, a < x → x < b → f' x < 0) :
    ∃ z, a < z ∧ z < b ∧ f z = 0 ∧ (∀ x, 0 < x → x < z → 0 < f x) ∧
      (∀ x, z < x → x ≤ b → f x < 0) := by
  obtain ⟨up, down⟩ := rise_and_fall hf hpos hneg
  have hc : Continuous f := continuous_iff_continuousAt.2 fun x => (hf x).continuousAt
  have rise : ∀ x, 0 < x → x ≤ a → 0 < f x := fun x hx hxa => by
    have h := up ⟨le_rfl, ha.le⟩ ⟨hx.le, hxa⟩ hx
    rwa [h0] at h
  have hfa := rise a ha le_rfl
  obtain ⟨z, hz, hz0⟩ := intermediate_value_Icc' hab.le hc.continuousOn ⟨hb.le, hfa.le⟩
  have haz : a < z := lt_of_le_of_ne hz.1 fun h => by rw [h, hz0] at hfa; exact lt_irrefl _ hfa
  have hzb : z < b := lt_of_le_of_ne hz.2 fun h => by rw [← h, hz0] at hb; exact lt_irrefl _ hb
  refine ⟨z, haz, hzb, hz0, fun x hx hxz => ?_, fun x hzx hxb => ?_⟩
  · rcases le_total x a with h | h
    · exact rise x hx h
    · have h' := down ⟨h, hxz.le.trans hz.2⟩ hz hxz
      rwa [hz0] at h'
  · have h' := down hz ⟨haz.le.trans hzx.le, hxb⟩ hzx
    rwa [hz0] at h'

/-- Every numerator vanishes at the centre of the dot. -/
theorem num_at_zero : ∀ l : ℕ, num l 0 = 0
  | 0 => sin_zero
  | 1 => by
    have h : num 1 0 = sin 0 - 0 * cos 0 := rfl
    rw [h, sin_zero]
    ring
  | l + 2 => by
    rw [num_rec, num_at_zero (l + 1)]
    ring

/-- The sine is negative between `π` and `2π`. -/
theorem sin_neg_between {x : ℝ} (h1 : π < x) (h2 : x < 2 * π) : sin x < 0 := by
  have h := sin_pos_of_pos_of_lt_pi (x := x - π) (by linarith) (by linarith)
  rw [sin_sub_pi] at h
  linarith

/-- The p and d numerators each have a first positive zero, in the order `π < z₁ < z₂ < 2π`,
and these two zeros, with `π` and `2π` for `l = 0`, are the only ones in `(0, 2π]` among all
angular momenta: the levels begin 1s, 1p, 1d, 2s. -/
theorem level_order : ∃ z₁ z₂ : ℝ,
    IsLeast {x | 0 < x ∧ num 0 x = 0} π ∧ IsLeast {x | 0 < x ∧ num 1 x = 0} z₁ ∧
    IsLeast {x | 0 < x ∧ num 2 x = 0} z₂ ∧ π < z₁ ∧ z₁ < z₂ ∧ z₂ < 2 * π ∧
    ∀ (l : ℕ) (x : ℝ), 0 < x → x ≤ 2 * π → (num l x = 0 ↔
      (l = 0 ∧ x = π) ∨ (l = 1 ∧ x = z₁) ∨ (l = 2 ∧ x = z₂) ∨ (l = 0 ∧ x = 2 * π)) := by
  have hpi := pi_pos
  -- values at the 2s zero
  have v0 : num 0 (2 * π) = 0 := sin_two_pi
  have v1 : num 1 (2 * π) = -(2 * π) := by
    have h : num 1 (2 * π) = sin (2 * π) - 2 * π * cos (2 * π) := rfl
    rw [h, sin_two_pi, cos_two_pi]
    ring
  have v2 : num 2 (2 * π) = -(6 * π) := by
    rw [num_two, sin_two_pi, cos_two_pi]
    ring
  have v3 : 0 < num 3 (2 * π) := by
    have h : num 3 (2 * π) = (2 * ((1 : ℕ) : ℝ) + 3) * num 2 (2 * π)
        - (2 * π) ^ 2 * num 1 (2 * π) := num_rec 1 _
    have h' : 0 < 2 * π * (4 * π ^ 2 - 15) :=
      mul_pos (by linarith) (by nlinarith [pi_gt_three])
    rw [h, v1, v2]
    push_cast
    linarith
  -- the sign of each numerator controls the slope of the next
  obtain ⟨z₁, a1, b1, e1, p1, n1⟩ := exists_crossing (f := num 1)
    (f' := fun x => x * num 0 x) hpi (by linarith : π < 2 * π) (hasDerivAt_num_succ 0)
    (num_at_zero 1) (by linarith) (fun x h h' => mul_pos h (sin_pos_of_pos_of_lt_pi h h'))
    (fun x h h' => mul_neg_of_pos_of_neg (hpi.trans h) (sin_neg_between h h'))
  have z1pos : 0 < z₁ := hpi.trans a1
  obtain ⟨z₂, a2, b2, e2, p2, n2⟩ := exists_crossing (f := num 2)
    (f' := fun x => x * num 1 x) z1pos b1 (hasDerivAt_num_succ 1)
    (num_at_zero 2) (by linarith) (fun x h h' => mul_pos h (p1 x h h'))
    (fun x h h' => mul_neg_of_pos_of_neg (z1pos.trans h) (n1 x h h'.le))
  have z2pos : 0 < z₂ := z1pos.trans a2
  -- from l = 3 on the numerators are positive on (0, 2π]
  have high : ∀ (l : ℕ) (x : ℝ), 0 < x → x ≤ 2 * π → 0 < num (l + 3) x := by
    intro l
    induction l with
    | zero =>
      intro x hx hx2
      obtain ⟨up, down⟩ := rise_and_fall (f := num 3) (f' := fun x => x * num 2 x)
        (a := z₂) (b := 2 * π) (hasDerivAt_num_succ 2) (fun x h h' => mul_pos h (p2 x h h'))
        (fun x h h' => mul_neg_of_pos_of_neg (z2pos.trans h) (n2 x h h'.le))
      rcases le_total x z₂ with h | h
      · have h' := up ⟨le_rfl, z2pos.le⟩ ⟨hx.le, h⟩ hx
        rwa [num_at_zero] at h'
      · exact v3.trans_le (down.antitoneOn ⟨h, hx2⟩ ⟨b2.le, le_rfl⟩ hx2)
    | succ l ih =>
      intro x hx hx2
      have up := (rise_and_fall (f := num (l + 3 + 1)) (f' := fun x => x * num (l + 3) x)
        (a := 2 * π) (b := 2 * π) (hasDerivAt_num_succ (l + 3))
        (fun x h h' => mul_pos h (ih x h h'.le))
        (fun x h h' => absurd h' (not_lt_of_ge h.le))).1
      have h' := up ⟨le_rfl, hx.le.trans hx2⟩ ⟨hx.le, hx2⟩ hx
      rw [num_at_zero] at h'
      have e : l + 1 + 3 = l + 3 + 1 := by omega
      rwa [e]
  refine ⟨z₁, z₂, ⟨⟨hpi, sin_pi⟩, fun x hx => le_of_not_gt fun h =>
      (sin_pos_of_pos_of_lt_pi hx.1 h).ne' hx.2⟩,
    ⟨⟨z1pos, e1⟩, fun x hx => le_of_not_gt fun h => (p1 x hx.1 h).ne' hx.2⟩,
    ⟨⟨z2pos, e2⟩, fun x hx => le_of_not_gt fun h => (p2 x hx.1 h).ne' hx.2⟩,
    a1, a2, b2, fun l x hx hx2 => ⟨fun h => ?_, ?_⟩⟩
  · rcases l with _ | _ | _ | l
    · rcases lt_trichotomy x π with c | c | c
      · exact absurd h (sin_pos_of_pos_of_lt_pi hx c).ne'
      · exact Or.inl ⟨rfl, c⟩
      · rcases hx2.lt_or_eq with d | d
        · exact absurd h (sin_neg_between c d).ne
        · exact Or.inr (Or.inr (Or.inr ⟨rfl, d⟩))
    · rcases lt_trichotomy x z₁ with c | c | c
      · exact absurd h (p1 x hx c).ne'
      · exact Or.inr (Or.inl ⟨rfl, c⟩)
      · exact absurd h (n1 x c hx2).ne
    · rcases lt_trichotomy x z₂ with c | c | c
      · exact absurd h (p2 x hx c).ne'
      · exact Or.inr (Or.inr (Or.inl ⟨rfl, c⟩))
      · exact absurd h (n2 x c hx2).ne
    · exact absurd h (high l x hx hx2).ne'
  · rintro (⟨hl, h⟩ | ⟨hl, h⟩ | ⟨hl, h⟩ | ⟨hl, h⟩) <;> rw [hl, h]
    exacts [sin_pi, e1, e2, v0]

/-- For positive `ħ`, mass and radius, the energies belonging to the first zeros for
`l = 0, 1, 2` increase with `l` and lie below the energy belonging to `2π`. -/
theorem energy_order {hbar m R z₁ z₂ : ℝ} (hh : 0 < hbar) (hm : 0 < m) (hR : 0 < R)
    (h₁ : IsLeast {x | 0 < x ∧ num 1 x = 0} z₁) (h₂ : IsLeast {x | 0 < x ∧ num 2 x = 0} z₂) :
    energy hbar m R π < energy hbar m R z₁ ∧ energy hbar m R z₁ < energy hbar m R z₂ ∧
    energy hbar m R z₂ < energy hbar m R (2 * π) := by
  have mono : ∀ x y : ℝ, 0 < x → x < y → energy hbar m R x < energy hbar m R y := by
    intro x y hx hxy
    unfold energy
    gcongr
  obtain ⟨w₁, w₂, -, k₁, k₂, a, b, c, -⟩ := level_order
  rw [h₁.unique k₁, h₂.unique k₂]
  exact ⟨mono _ _ pi_pos a, mono _ _ k₁.1.1 b, mono _ _ k₂.1.1 c⟩

end

end SphericalDotLevels
```

```lean
#print axioms SphericalDotLevels.radial_equation
-- 'SphericalDotLevels.radial_equation' depends on axioms: [propext, Classical.choice, Quot.sound]
#print axioms SphericalDotLevels.level_order
-- 'SphericalDotLevels.level_order' depends on axioms: [propext, Classical.choice, Quot.sound]
#print axioms SphericalDotLevels.energy_order
-- 'SphericalDotLevels.energy_order' depends on axioms: [propext, Classical.choice, Quot.sound]
```

## Four zeros up to $2\pi$

In the code $g_l(x)$ is `num l x`, where `l` is the angular momentum and `x` a dimensionless real number. The recurrence is
$$g_{l+2} = (2l+3)\,g_{l+1} - x^2 g_l ,$$
and `num_two` confirms that it gives $g_2 = (3-x^2)\sin x - 3x\cos x$.

The theorem `level_order` provides two numbers $z_1$ and $z_2$. An expression such as `IsLeast {x | 0 < x ∧ num 1 x = 0} z₁` says that $z_1$ is a positive zero of $g_1$ and that no positive zero is smaller. The same holds for $z_2$ and $g_2$, and for $\pi$ and $g_0$, with
$$\pi < z_1 < z_2 < 2\pi .$$
The last clause concerns all angular momenta at once: for $0 < x \le 2\pi$, $g_l(x) = 0$ holds exactly when $(l,x)$ is one of $(0,\pi)$, $(1,z_1)$, $(2,z_2)$, $(0,2\pi)$. These are 1s, 1p, 1d and 2s. The leading number counts the zeros for a given $l$, so the lowest p level is 1p and not 2p as in an atom.

The theorem `energy_order` turns this into a strict order of the four energies, for positive $\hbar$, particle mass $m$ and dot radius $R$. Every other level has $x > 2\pi$, and since the energy grows with $x^2$, it lies above 2s.

## From the radial equation to the wall

Let $m$ be the particle's mass, $R$ the radius of the dot, $r$ the distance from its centre and $k$ the wave number, so that $E = \hbar^2k^2/(2m)$. With $x = kr$, the function $u_l = x\,j_l = g_l/x^l$, called `radial`, is proportional to $r$ times the usual radial wavefunction. Inside the dot the potential vanishes, and $u_l$ must satisfy
$$u_l'' = \left(\frac{l(l+1)}{x^2} - 1\right)u_l .$$
This is `radial_equation`, proved for every $l$ and every $x \neq 0$. The wall requires $u_l(kR) = 0$, which for $kR > 0$ is the same as $g_l(kR) = 0$. A zero $x = kR$ then has the energy $\hbar^2x^2/(2mR^2)$, which is the definition `energy`.

The step left to standard quantum mechanics is that these zeros give all the bound states: one separates the three-dimensional problem in spherical coordinates and discards the solutions $u$ of the radial equation for which the radial wavefunction, proportional to $u/r$, is singular at the centre. The model also assumes an infinite wall and a single constant mass. Within it, the result gives the order in which non-interacting electrons fill the dot's first shells; a finite barrier or electron repulsion needs a separate calculation.

## Each numerator steers the next

**The slope rule.** The central identity is $g_{l+1}' = x\,g_l$. Direct differentiation gives $g_1' = x\sin x$ and
$$g_2' = 3x\sin x - 2x\sin x - x^2\cos x = x\,g_1 .$$
If the rule holds for $g_{l+1}$ and $g_{l+2}$, then
$$g_{l+3}' = (2l+5)\,x g_{l+1} - 2x g_{l+1} - x^3 g_l = x\left[(2l+3)g_{l+1} - x^2 g_l\right] = x\,g_{l+2}.$$
The recursive proof `hasDerivAt_num_succ` has the same three cases, and `ring` checks the algebra in each.

**The radial equation.** Combined with the recurrence, the slope rule gives $x g_l' = (2l+1)g_l - g_{l+1}$, which is `hasDerivAt_num`; for $l = 0$ it is checked directly. The quotient rule then yields
$$u_l' = \frac{(l+1)g_l - g_{l+1}}{x^{l+1}} ,$$
the function called `radialSlope`. Differentiating again,
$$u_l'' = \frac{(l+1)\,x g_l' - x^2 g_l - (l+1)\left[(l+1)g_l - g_{l+1}\right]}{x^{l+2}} .$$
The term $-x^2 g_l$ comes from the slope rule $g_{l+1}' = x g_l$. Inserting the formula for $x g_l'$ leaves $\left[l(l+1) - x^2\right]g_l/x^{l+2}$, as required. In Lean, `field_simp` and `ring` do this simplification.

**One crossing.** Let $0 < a < b$. Suppose that $f$ is continuous with $f(0) = 0$, that it rises strictly on $[0,a]$ and falls strictly on $[a,b]$, and that $f(b) < 0$. Then $f$ is positive on $(0,a]$ and crosses zero exactly once between $a$ and $b$. The lemma `rise_and_fall` obtains the monotonicity from the sign of the derivative, and `exists_crossing` adds the intermediate value theorem. It also records that $f$ is positive before the crossing and negative after it, which the next numerator needs.

**The p and d zeros.** Every $g_l$ vanishes at $0$, by `num_at_zero`. The slope $g_1' = x\sin x$ is positive on $(0,\pi)$ and negative on $(\pi,2\pi)$, and $g_1(2\pi) = -2\pi$. The crossing lemma therefore gives $z_1$ between $\pi$ and $2\pi$. Now $g_2' = x g_1$ changes sign at $z_1$, and $g_2(2\pi) = -6\pi$, so a second use of the lemma gives $z_2$ between $z_1$ and $2\pi$.

**No zero in $(0,2\pi]$ from $l = 3$ on.** The function $g_3$ rises from zero up to $z_2$ and then falls, but its value at the end is
$$g_3(2\pi) = 5(-6\pi) - 4\pi^2(-2\pi) = 2\pi(4\pi^2 - 15) > 0 ,$$
because $\pi > 3$. It is therefore positive on all of $(0,2\pi]$. Then $g_4' = x g_3 > 0$ there, so $g_4$ rises from zero and is positive too, and the argument repeats for every higher $l$. This is the induction named `high` in the code.

**Collecting the levels.** The sine contributes only $\pi$ and $2\pi$ on $(0,2\pi]$. The final case split runs over $l = 0, 1, 2$ and $l \ge 3$, and compares $x$ with the known zero in each of the first three cases. For the energies, `energy_order` identifies the given $z_1$ and $z_2$ with those of `level_order`, since a least element is unique, and uses that $x^2$ increases for $x > 0$.

## First zeros at higher angular momentum

The slope rule also orders the lowest levels beyond $l = 2$, by a short argument that is not formalised here. All $g_l$ are positive on $(0,\pi)$, so $g_l$ stays positive up to its first positive zero $z_l$. Hence $g_{l+1}' = x g_l > 0$ on $(0,z_l)$, and $g_{l+1}$, starting from zero, is still positive at $z_l$. Its own first positive zero must lie further out, so the lowest level of angular momentum $l+1$ is above the lowest level of angular momentum $l$.
